# Vertical-recurrence tables for Gaussian integrals as moments of products of one-dimensional polynomials

In a Rys quadrature code, a Coulomb-type integral over Gaussians is assembled node by node: three one-dimensional factors are multiplied at each node, and the products are summed with weights. For angular momentum on a single centre, the case treated here, this sum reproduces the entries of a vertical recurrence whenever the quadrature rule is exact to sufficient degree.

Nuclear attraction is a concrete case. Let a product of two Gaussians have total exponent ζ and centre P, let A be the centre whose angular momentum is raised, and let the nucleus sit at C. The function on A is a Cartesian Gaussian with the polynomial factor (x − A_x)^i (y − A_y)^j (z − A_z)^k and no normalisation constant that depends on i, j or k; the other function is of s type. In the x direction the recurrence has the parameters

d = P_x − A_x,  e = P_x − C_x,  c = 1/(2ζ),  s = 1.

The starting values are moments of a linear functional on polynomials in u = t²,

L(f) = N ∫₀¹ f(t²) exp(−τt²) dt,  τ = ζ|P − C|²,

where N is the prefactor of the integral over s functions. Thus L(u^m) is N times the Boys function F_m(τ). For an electron repulsion integral whose other three functions are of s type, d and c are unchanged, while s = η/(ζ+η), e = s(P_x − Q_x) and τ = ζs|P − Q|², where η and Q are the total exponent and centre of the second electron's Gaussian product.

The argument uses only linearity and polynomial algebra, so the parameters may lie in any commutative ring R and L may be any R-linear functional. The recurrence itself is taken as given, not derived from Gaussian integrals.

```lean
import Mathlib

open Polynomial

namespace RysVerticalRecurrence

noncomputable section

variable {R : Type*} [CommRing R]
```

## One Cartesian direction

Write T_m(i) for the entry with auxiliary index m and angular momentum i; in Lean it is `T m i`. The recurrence reads

T_m(1) = d T_m(0) − e T_{m+1}(0),

T_m(i+2) = d T_m(i+1) − e T_{m+1}(i+1) + (i+1)c [T_m(i) − s T_{m+1}(i)].

Stating the first step separately avoids an entry with angular momentum −1.

```lean
/-- The vertical recurrence in one Cartesian direction for a table `T m i`, with auxiliary
index `m` and angular momentum `i`. -/
structure VerticalRecurrence (d e c s : R) (T : ℕ → ℕ → R) : Prop where
  first : ∀ m, T m 1 = d * T m 0 - e * T (m + 1) 0
  step : ∀ m i, T m (i + 2) = d * T m (i + 1) - e * T (m + 1) (i + 1)
    + ((i : R) + 1) * c * (T m i - s * T (m + 1) i)
```

The matching polynomials in u are

q_0 = 1,  q_1 = d − eu,

q_{i+2} = (d − eu) q_{i+1} + (i+1)c (1 − su) q_i.

In the code `X` is the variable u, and `C a` is the constant polynomial a. These q_i are factors of the integrand. They are not the orthogonal polynomials whose zeros serve as Rys nodes.

```lean
/-- The one-dimensional Rys integrand of angular momentum `i`, as a polynomial in the
variable `u`. -/
def rysPoly (d e c s : R) : ℕ → R[X]
  | 0 => 1
  | 1 => C d - C e * X
  | i + 2 => (C d - C e * X) * rysPoly d e c s (i + 1)
      + C (((i : R) + 1) * c) * (1 - C s * X) * rysPoly d e c s i
```

Each multiplication by u inside L raises the auxiliary index by one. For polynomials g and h and a scalar a, linearity gives

L[(d − eu)g + a(1 − su)h] = d L(g) − e L(ug) + a[L(h) − s L(uh)].

The proof rewrites the argument of L as a combination of g, ug, h and uh with scalar coefficients, then applies linearity term by term.

```lean
/-- A linear functional applied to `(d - e u) g + a (1 - s u) h` expands into its values at `g`, `u
g`, `h` and `u h`. -/
theorem moment_step (L : R[X] →ₗ[R] R) (d e a s : R) (g h : R[X]) :
    L ((C d - C e * X) * g + C a * (1 - C s * X) * h)
      = d * L g - e * L (X * g) + a * (L h - s * L (X * h)) := by
  have hs : (C d - C e * X) * g + C a * (1 - C s * X) * h
      = d • g - e • (X * g) + a • (h - s • (X * h)) := by
    simp only [smul_eq_C_mul]
    ring
  rw [hs]
  simp only [map_add, map_sub, map_smul, smul_eq_mul]
```

Now fix a seed polynomial p and set

g = u^m p q_{i+1},  h = u^m p q_i,  a = (i+1)c.

Then ug = u^{m+1} p q_{i+1} and uh = u^{m+1} p q_i, so the identity above becomes the recurrence for the moments L(u^m p q_i). The first step is the same identity with g = u^m p and the second term set to zero. The seed will later carry the factors from the other directions.

```lean
/-- The moments `L (u^m p q_i)` obey the vertical recurrence for every seed polynomial `p`. -/
theorem moments_recurrence (L : R[X] →ₗ[R] R) (p : R[X]) (d e c s : R) :
    VerticalRecurrence d e c s (fun m i => L (X ^ m * p * rysPoly d e c s i)) := by
  constructor
  · intro m
    have h1 : X ^ m * p * rysPoly d e c s 1
        = (C d - C e * X) * (X ^ m * p) + C 0 * (1 - C 0 * X) * 0 := by
      simp only [rysPoly]
      ring
    have h2 : X ^ (m + 1) * p * rysPoly d e c s 0 = X * (X ^ m * p) := by
      simp only [rysPoly]
      ring
    have h3 : X ^ m * p * rysPoly d e c s 0 = X ^ m * p := by
      simp only [rysPoly]
      ring
    rw [h1, h2, h3, moment_step]
    ring
  · intro m i
    have h1 : X ^ m * p * rysPoly d e c s (i + 2)
        = (C d - C e * X) * (X ^ m * p * rysPoly d e c s (i + 1))
          + C (((i : R) + 1) * c) * (1 - C s * X) * (X ^ m * p * rysPoly d e c s i) := by
      simp only [rysPoly]
      ring
    have h2 : ∀ j, X ^ (m + 1) * p * rysPoly d e c s j
        = X * (X ^ m * p * rysPoly d e c s j) := by
      intro j
      ring
    rw [h1, h2, h2, moment_step]
```

Conversely, suppose that T_m(0) = L(u^m p) for all m and that T obeys the recurrence. If T agrees with the moments at i and i+1 for every m, the recurrence forces agreement at i+2. The induction therefore carries two neighbouring angular momenta, and gives

T_m(i) = L(u^m p q_i) for all m and i.

With p = 1 this is the one-dimensional formula T_m(i) = L(u^m q_i). The theorem is an equivalence: a table given by the formula also has the right starting values and obeys the recurrence.

```lean
/-- A table starts from the moments of a seed `p` and obeys the vertical recurrence exactly
when its entries are `L (u^m p q_i)`. -/
theorem recurrence_iff_seeded (L : R[X] →ₗ[R] R) (p : R[X]) (d e c s : R)
    (T : ℕ → ℕ → R) :
    ((∀ m, T m 0 = L (X ^ m * p)) ∧ VerticalRecurrence d e c s T) ↔
      ∀ m i, T m i = L (X ^ m * p * rysPoly d e c s i) := by
  have hS := moments_recurrence L p d e c s
  constructor
  · rintro ⟨hp, hT⟩
    have h0 : ∀ m, T m 0 = L (X ^ m * p * rysPoly d e c s 0) := by
      intro m
      rw [hp]
      simp [rysPoly]
    -- two neighbouring angular momenta are carried through the induction
    have key : ∀ i, (∀ m, T m i = L (X ^ m * p * rysPoly d e c s i)) ∧
        (∀ m, T m (i + 1) = L (X ^ m * p * rysPoly d e c s (i + 1))) := by
      intro i
      induction i with
      | zero =>
        refine ⟨h0, fun m => ?_⟩
        rw [zero_add, hT.first, h0, h0]
        exact (hS.first m).symm
      | succ i ih =>
        refine ⟨ih.2, fun m => ?_⟩
        rw [show i + 1 + 1 = i + 2 from rfl, hT.step, ih.2, ih.2, ih.1, ih.1]
        exact (hS.step m i).symm
    exact fun m i => (key i).1 m
  · intro h
    have hT : T = fun m i => L (X ^ m * p * rysPoly d e c s i) := by
      funext m i
      exact h m i
    refine ⟨fun m => ?_, ?_⟩
    · rw [h]
      simp [rysPoly]
    · rw [hT]
      exact hS
```

## Degree and leading coefficient

A bound on the degree of q_i gives a number of nodes that suffices. We have deg q_0 = 0 and deg q_1 ≤ 1. In the recursion for q_{i+2}, the first term has degree at most 1 + (i+1) and the second at most 1 + i. Hence deg q_i ≤ i for every i.

```lean
/-- The polynomial `q_i` has degree at most the angular momentum `i`. -/
theorem natDegree_rysPoly_le (d e c s : R) : ∀ i, (rysPoly d e c s i).natDegree ≤ i
  | 0 => by simp [rysPoly]
  | 1 => by
    simp only [rysPoly]
    compute_degree!
  | i + 2 => by
    have h1 := natDegree_rysPoly_le d e c s (i + 1)
    have h0 := natDegree_rysPoly_le d e c s i
    have hl : (C d - C e * X).natDegree ≤ 1 := by compute_degree!
    have hs : (C (((i : R) + 1) * c) * (1 - C s * X)).natDegree ≤ 1 := by compute_degree!
    simp only [rysPoly]
    refine natDegree_add_le_of_degree_le ?_ ?_
    · exact (natDegree_mul_le_of_le hl h1).trans (by omega)
    · exact (natDegree_mul_le_of_le hs h0).trans (by omega)
```

The coefficient of u^{i+2} in q_{i+2} can come only from −eu · q_{i+1}, since every other contribution has lower degree. Therefore

[u^{i+2}] q_{i+2} = −e · (−e)^{i+1} = (−e)^{i+2}.

The proof expands the recursion and uses the degree bound to set the three other coefficients to zero.

```lean
/-- The coefficient of `u^i` in `q_i` is `(-e)^i`. -/
theorem coeff_rysPoly_top (d e c s : R) : ∀ i, (rysPoly d e c s i).coeff i = (-e) ^ i
  | 0 => by simp [rysPoly]
  | 1 => by simp [rysPoly, coeff_C]
  | i + 2 => by
    have ih := coeff_rysPoly_top d e c s (i + 1)
    have b1 := natDegree_rysPoly_le d e c s (i + 1)
    have b0 := natDegree_rysPoly_le d e c s i
    have z1 : (rysPoly d e c s (i + 1)).coeff (i + 1 + 1) = 0 :=
      coeff_eq_zero_of_natDegree_lt (by omega)
    have z2 : (rysPoly d e c s i).coeff (i + 1 + 1) = 0 :=
      coeff_eq_zero_of_natDegree_lt (by omega)
    have z3 : (rysPoly d e c s i).coeff (i + 1) = 0 :=
      coeff_eq_zero_of_natDegree_lt (by omega)
    have hq : rysPoly d e c s (i + 2)
        = C d * rysPoly d e c s (i + 1) - C e * (rysPoly d e c s (i + 1) * X)
          + C (((i : R) + 1) * c)
            * (rysPoly d e c s i - C s * (rysPoly d e c s i * X)) := by
      simp only [rysPoly]
      ring
    change (rysPoly d e c s (i + 2)).coeff (i + 1 + 1) = (-e) ^ (i + 2)
    rw [hq]
    simp only [coeff_add, coeff_sub, coeff_C_mul, coeff_mul_X]
    rw [z1, z2, z3, ih]
    ring
```

Over a domain such as the real numbers, (−e)^i ≠ 0 when e ≠ 0, and the degree is then exactly i. In the nuclear attraction case, e = 0 means that P and the nucleus have the same coordinate in that direction.

```lean
/-- Over a domain, `q_i` has degree exactly `i` when `e` is nonzero. -/
theorem natDegree_rysPoly_eq [IsDomain R] (d e c s : R) (he : e ≠ 0) (i : ℕ) :
    (rysPoly d e c s i).natDegree = i := by
  refine le_antisymm (natDegree_rysPoly_le d e c s i) (le_natDegree_of_ne_zero ?_)
  rw [coeff_rysPoly_top]
  exact pow_ne_zero _ (neg_ne_zero.2 he)
```

## Three directions and the factorised integrand

For T_m(i,j,k), the angular momenta i, j and k belong to x, y and z, which Lean numbers 0, 1 and 2. The parameters d and e depend on direction, while c and s are shared. Write qˣ_i, qʸ_j and qᶻ_k for the polynomials q built with the parameters of the x, y and z directions. The table starts from T_m(0,0,0) = L(u^m) and is raised along z, then y, then x.

```lean
/-- A table `T m i j k` that starts from the moments of `L` and is built up by the vertical
recurrence along `z`, then `y`, then `x` (directions 2, 1, 0). -/
def IsVerticalTable (L : R[X] →ₗ[R] R) (d e : Fin 3 → R) (c s : R)
    (T : ℕ → ℕ → ℕ → ℕ → R) : Prop :=
  (∀ m, T m 0 0 0 = L (X ^ m)) ∧
  VerticalRecurrence (d 2) (e 2) c s (fun m k => T m 0 0 k) ∧
  (∀ k, VerticalRecurrence (d 1) (e 1) c s (fun m j => T m 0 j k)) ∧
  (∀ j k, VerticalRecurrence (d 0) (e 0) c s (fun m i => T m i j k))
```

Apply the one-dimensional equivalence three times. The seed 1 gives L(u^m qᶻ_k); the seed qᶻ_k gives L(u^m qᶻ_k qʸ_j); and the seed qᶻ_k qʸ_j gives

T_m(i,j,k) = L(u^m qˣ_i qʸ_j qᶻ_k).

The reverse direction reads each recurrence off this formula with the same kind of seed.

```lean
/-- A table starts from the moments `L (u^m)` and obeys the vertical recurrences along `z`, then
`y`, then `x` exactly when each entry is `L` applied to `u^m` times a product of one factor
`rysPoly` per Cartesian direction. -/
theorem verticalTable_iff_rys (L : R[X] →ₗ[R] R) (d e : Fin 3 → R) (c s : R)
    (T : ℕ → ℕ → ℕ → ℕ → R) :
    IsVerticalTable L d e c s T ↔ ∀ m i j k, T m i j k =
      L (X ^ m * (rysPoly (d 0) (e 0) c s i * rysPoly (d 1) (e 1) c s j
        * rysPoly (d 2) (e 2) c s k)) := by
  constructor
  · rintro ⟨h0, hz, hy, hx⟩
    -- each direction uses the product already built as its seed
    have z := (recurrence_iff_seeded L 1 (d 2) (e 2) c s (fun m k => T m 0 0 k)).1
      ⟨fun m => (h0 m).trans (congrArg L (by ring)), hz⟩
    have y := fun k => (recurrence_iff_seeded L (rysPoly (d 2) (e 2) c s k)
      (d 1) (e 1) c s (fun m j => T m 0 j k)).1
      ⟨fun m => (z m k).trans (congrArg L (by ring)), hy k⟩
    have x := fun j k => (recurrence_iff_seeded L
      (rysPoly (d 2) (e 2) c s k * rysPoly (d 1) (e 1) c s j)
      (d 0) (e 0) c s (fun m i => T m i j k)).1
      ⟨fun m => (y k m j).trans (congrArg L (by ring)), hx j k⟩
    exact fun m i j k => (x j k m i).trans (congrArg L (by ring))
  · intro h
    refine ⟨fun m => ?_, ?_, fun k => ?_, fun j k => ?_⟩
    · rw [h]
      simp [rysPoly]
    · exact ((recurrence_iff_seeded L 1 (d 2) (e 2) c s (fun m k => T m 0 0 k)).2
        (fun m k => (h m 0 0 k).trans
          (congrArg L (by simp only [rysPoly]; ring)))).2
    · exact ((recurrence_iff_seeded L (rysPoly (d 2) (e 2) c s k)
        (d 1) (e 1) c s (fun m j => T m 0 j k)).2
        (fun m j => (h m 0 j k).trans
          (congrArg L (by simp only [rysPoly]; ring)))).2
    · exact ((recurrence_iff_seeded L
        (rysPoly (d 1) (e 1) c s j * rysPoly (d 2) (e 2) c s k)
        (d 0) (e 0) c s (fun m i => T m i j k)).2
        (fun m i => (h m i j k).trans (congrArg L (by ring)))).2
```

## The sum over nodes

Let nodes x_r, which are values of u and not Cartesian coordinates, and weights w_r, with r = 0, …, n−1, satisfy L(f) = Σ_r w_r f(x_r) for every f of degree below 2n. The integrand above has degree at most m+i+j+k, so for m+i+j+k < 2n

T_m(i,j,k) = Σ_r w_r x_r^m qˣ_i(x_r) qʸ_j(x_r) qᶻ_k(x_r).

The integral itself is the entry with m = 0. For total angular momentum ℓ = i+j+k on the one raised centre, ⌊ℓ/2⌋ + 1 nodes suffice, given such a rule.

Exactness enters as the hypothesis `hL`; constructing the nodes and weights is a separate task. Raising further centres by the vertical recurrence would bring in additional terms that this table does not contain.

```lean
/-- An `n`-point rule exact below degree `2n` gives every table entry with
`m + i + j + k < 2n` as a sum over nodes of products of one-dimensional factors. -/
theorem verticalTable_quadrature (L : R[X] →ₗ[R] R) (d e : Fin 3 → R) (c s : R)
    (T : ℕ → ℕ → ℕ → ℕ → R) (hT : IsVerticalTable L d e c s T) {n : ℕ}
    (x w : Fin n → R)
    (hL : ∀ f : R[X], f.natDegree < 2 * n → L f = ∑ r, w r * f.eval (x r))
    (m i j k : ℕ) (hn : m + i + j + k < 2 * n) :
    T m i j k = ∑ r, w r * (x r ^ m * ((rysPoly (d 0) (e 0) c s i).eval (x r)
      * (rysPoly (d 1) (e 1) c s j).eval (x r)
      * (rysPoly (d 2) (e 2) c s k).eval (x r))) := by
  have hdeg := natDegree_mul_le_of_le (natDegree_X_pow_le (R := R) m)
    (natDegree_mul_le_of_le (natDegree_mul_le_of_le
      (natDegree_rysPoly_le (d 0) (e 0) c s i) (natDegree_rysPoly_le (d 1) (e 1) c s j))
      (natDegree_rysPoly_le (d 2) (e 2) c s k))
  rw [(verticalTable_iff_rys L d e c s T).1 hT, hL _ (lt_of_le_of_lt hdeg (by omega))]
  simp only [eval_mul, eval_pow, eval_X]
```

A small algebraic example, not itself a Gaussian integral, meets the exactness condition with fewer nodes than the functional has points. Let L(f) = [f(0) + f(2)]/2 and f = au + b. Then

L(f) = [b + (2a + b)]/2 = a + b = f(1),

so one node at 1 with weight 1 is exact below degree 2. The proof writes f in this linear form and compares the two sides.

```lean
/-- The mean of the values at 0 and 2 is given below degree 2 by the one-point rule with
node 1 and weight 1. -/
theorem quadrature_witness (f : ℝ[X]) (hf : f.natDegree < 2 * 1) :
    ((1 / 2 : ℝ) • (leval (0 : ℝ) + leval (2 : ℝ))) f
      = ∑ _r : Fin 1, (1 : ℝ) * f.eval 1 := by
  obtain ⟨a, b, rfl⟩ := exists_eq_X_add_C_of_natDegree_le_one (by omega : f.natDegree ≤ 1)
  simp [leval_apply]
  ring

end

end RysVerticalRecurrence
```

```lean
#print axioms RysVerticalRecurrence.natDegree_rysPoly_eq
#print axioms RysVerticalRecurrence.verticalTable_iff_rys
#print axioms RysVerticalRecurrence.verticalTable_quadrature
```

```
'RysVerticalRecurrence.natDegree_rysPoly_eq' depends on axioms: [propext, Classical.choice, Quot.sound]
'RysVerticalRecurrence.verticalTable_iff_rys' depends on axioms: [propext, Classical.choice, Quot.sound]
'RysVerticalRecurrence.verticalTable_quadrature' depends on axioms: [propext, Classical.choice, Quot.sound]
```
